# Closed form for the grand energy outside a core in a planar Thomas-Fermi atom without electron repulsion

Take the planar Thomas-Fermi model in atomic units, with two spin states per orbital, an attraction `-Z / r` to a point charge `Z`, and no electron repulsion. At chemical potential `-mu`, with `Z` and `mu` positive, the density is `(Z / r - mu) / π` out to the radius `Z / mu`, where it vanishes. `grandEnergy_closed` evaluates the integral from `a` to `Z / mu` that gives kinetic energy plus attraction plus `mu` times the electron number. For positive `Z`, `mu` and `a` it equals `3 / 2 * Z ^ 2 - 2 * Z * mu * a + mu ^ 2 * a ^ 2 / 2` minus `Z ^ 2 * Real.log (Z / (mu * a))`, and when `a ≤ Z / mu` this is the energy outside a core of radius `a`. The proof writes the energy as minus the integral of `r * (Z / r - mu) ^ 2`, expands that integrand into terms in `1 / r`, `1` and `r`, and integrates them with `radial_integral`.

The first attempt, which Lean rejects:

```lean
import Mathlib

open Real Filter Topology

namespace GrandEnergyClosed

noncomputable section

/-- The planar Thomas-Fermi density around a point charge `Z` at chemical potential `-mu`,
for radii `0 < r ≤ Z / mu`. -/
def density (Z mu r : ℝ) : ℝ := (Z / r - mu) / π

/-- Kinetic energy plus attraction to the charge `Z` plus `mu` times the electron number,
for a radial density `n` between the positive radii `a` and `b`. -/
def grandEnergy (Z mu : ℝ) (n : ℝ → ℝ) (a b : ℝ) : ℝ :=
  ∫ r in a..b, 2 * π * r * (π / 2 * n r ^ 2 - Z / r * n r + mu * n r)

/-- Between positive radii, the energy of the Thomas-Fermi density relative to the chemical
potential is minus the integral of `r (Z / r - mu) ^ 2`. -/
theorem grandEnergy_density (Z mu : ℝ) {a b : ℝ} (ha : 0 < a) (hb : 0 < b) :
    grandEnergy Z mu (density Z mu) a b = -∫ r in a..b, r * (Z / r - mu) ^ 2 := by
  unfold grandEnergy
  rw [← intervalIntegral.integral_neg]
  refine intervalIntegral.integral_congr (fun r hr => ?_)
  have hr0 : r ≠ 0 := (lt_of_lt_of_le (lt_min ha hb) hr.1).ne'
  have hπ : π ≠ 0 := Real.pi_ne_zero
  simp only [density]
  field_simp
  ring

/-- The integral of `A / r + B + C r` between two positive radii. -/
theorem radial_integral (A B C : ℝ) {a b : ℝ} (ha : 0 < a) (hb : 0 < b) :
    ∫ r in a..b, (A / r + B + C * r)
      = A * Real.log (b / a) + B * (b - a) + C * (b ^ 2 - a ^ 2) / 2 := by
  have hne : ∀ r ∈ Set.uIcc a b, r ≠ 0 :=
    fun r hr => (lt_of_lt_of_le (lt_min ha hb) hr.1).ne'
  rw [intervalIntegral.integral_eq_sub_of_hasDerivAt
    (f := fun r => A * Real.log r + B * r + C / 2 * (r * r)), Real.log_div hb.ne' ha.ne']
  · ring
  · intro r hr
    refine ((((Real.hasDerivAt_log (hne r hr)).const_mul A).fun_add
      ((hasDerivAt_id' r).const_mul B)).fun_add
      (((hasDerivAt_id' r).fun_mul (hasDerivAt_id' r)).const_mul (C / 2))).congr_deriv ?_
    ring
  · apply ContinuousOn.intervalIntegrable
    exact ((continuousOn_const.div continuousOn_id hne).add continuousOn_const).add
      (continuousOn_const.mul continuousOn_id)

/-- For `Z, mu, a > 0`, the integral from `a` to `Z / mu` that defines the energy relative to the
chemical potential is a quadratic polynomial in `a` minus `Z ^ 2 log (Z / (mu a))`. For `a ≤ Z / mu`
it is the energy outside a core of radius `a`. -/
theorem grandEnergy_closed {Z mu a : ℝ} (hZ : 0 < Z) (hmu : 0 < mu) (ha : 0 < a) :
    grandEnergy Z mu (density Z mu) a (Z / mu)
      = (3 / 2 * Z ^ 2 - 2 * Z * mu * a + mu ^ 2 * a ^ 2 / 2)
        - Z ^ 2 * Real.log (Z / (mu * a)) := by
  have hb : 0 < Z / mu := div_pos hZ hmu
  have hR : mu * (Z / mu) = Z := mul_div_cancel₀ Z hmu.ne'
  have h : ∫ r in a..(Z / mu), r * (Z / r - mu) ^ 2
      = ∫ r in a..(Z / mu), (Z ^ 2 / r + (-2 * Z * mu) + mu ^ 2 * r) := by
    refine intervalIntegral.integral_congr (fun r hr => ?_)
    have hr0 : r ≠ 0 := (lt_of_lt_of_le (lt_min ha hb) hr.1).ne'
    simp only
    field_simp
    ring
  rw [grandEnergy_density Z mu ha hb, h, radial_integral _ _ _ ha hb, div_div]
  generalize Z / mu = R at hR ⊢
  linear_combination (3 * Z - mu * R) / 2 * hR

end

end GrandEnergyClosed
```

The error:

```
Main.lean:62:4: error: `simp` made no progress
```

The mended proof, as a diff:

```diff
@@ -60,5 +60,4 @@
     refine intervalIntegral.integral_congr (fun r hr => ?_)
     have hr0 : r ≠ 0 := (lt_of_lt_of_le (lt_min ha hb) hr.1).ne'
-    simp only
     field_simp
     ring
```

Diagnosis. The error is in the expansion of the integrand, inside the proof of `h`. There `intervalIntegral.integral_congr` reduces the equality of two integrals to an equality of the integrands at a point `r`. The next tactic, `simp only`, is given no lemmas, so about all it could do here is tidy the form of the goal, for instance by applying a `fun r => …` to its argument. The message says that it found nothing to change, and `simp only` counts that as an error, even though the goal itself is sound.

The repair deletes the line. `field_simp` then receives the same goal directly, with `hr0 : r ≠ 0` at hand for clearing the denominators, and `ring` closes what is left. The similar line in `grandEnergy_density` does have work to do, because `simp only [density]` unfolds the definition of the density.
